# The mean-field equation $m=\tanh(am+h)$: slope $1/(1-a)$ at the origin for $a\neq 1$, and nonzero solutions at $h=0$ exactly for $a>1$

The variables $m$, $h$ and $a$ are real and dimensionless. The magnetisation per spin, in units of its saturation value, is $m$. The field is $h=\mu B/(k_BT)$, where a spin has energy $-\mu B$ along the external field $B$ and $+\mu B$ against it. The coupling $a$ measures the interaction of a spin with its neighbours against the thermal energy: for an Ising magnet with spins $s_i=\pm1$, $z$ neighbours per spin and energy $-Js_is_j$ for each neighbouring pair, $a=zJ/(k_BT)$. Negative $a$, an antiferromagnetic coupling, is allowed, but the equation assumes the same $m$ on every site and so cannot describe staggered order. Statements about "all sufficiently small fields" use neighbourhoods of zero, written `𝓝 (0 : ℝ)`.

In Lean 4 with Mathlib:

```lean
import Mathlib

open Filter Topology

namespace MeanFieldResponse
```

In the mean-field approximation each spin feels the external field plus the average field of its neighbours, and fluctuations are neglected. The total effective field is $u=am+h$, and a two-state spin in this field has mean magnetisation $\tanh u$. Self-consistency requires

$$m=\tanh(am+h).$$

This equation is the starting point here; it is not derived from a spin Hamiltonian.

```lean
/-- The mean-field equation `m = tanh (a m + h)` for the magnetisation `m` at coupling `a`
and field `h`. -/
def IsMeanField (a h m : ℝ) : Prop := m = Real.tanh (a * m + h)
```

The proposition `IsMeanField a h m` says that $m$ solves the equation at coupling $a$ and field $h$.

To speak of a response we need $m$ as a function of $h$. A branch is a function with $m(0)=0$ that solves the equation at every field in some interval around zero.

```lean
/-- A local solution branch: `m` vanishes at zero field and solves the mean-field equation
for all sufficiently small fields. -/
def IsBranch (a : ℝ) (m : ℝ → ℝ) : Prop :=
  m 0 = 0 ∧ ∀ᶠ h in 𝓝 (0 : ℝ), IsMeanField a h (m h)
```

`IsBranch a m` requires neither continuity nor differentiability. Smoothness is therefore something to be proved or excluded, and it appears separately in the theorems.

## The hyperbolic tangent near the origin

By the quotient rule,

$$\tanh'(0)=\frac{\cosh^2 0-\sinh^2 0}{\cosh^2 0}=1.$$

The inverse function theorem used below needs slightly more than an ordinary derivative: the quotient $(\tanh x-\tanh y)/(x-y)$ must tend to 1 when distinct $x$ and $y$ approach zero independently. This is strict differentiability, and it passes through the quotient rule in the same way.

```lean
/-- The hyperbolic tangent has unit slope at the origin, in the strict sense. -/
theorem hasStrictDerivAt_tanh_zero : HasStrictDerivAt Real.tanh 1 0 := by
  have e : Real.tanh = Real.sinh / Real.cosh := by
    funext x
    exact Real.tanh_eq_sinh_div_cosh x
  have h : HasStrictDerivAt (Real.sinh / Real.cosh)
      ((Real.cosh 0 * Real.cosh 0 - Real.sinh 0 * Real.sinh 0) / Real.cosh 0 ^ 2) 0 :=
    (Real.hasStrictDerivAt_sinh 0).div (Real.hasStrictDerivAt_cosh 0) (Real.cosh_pos 0).ne'
  have hv : (Real.cosh 0 * Real.cosh 0 - Real.sinh 0 * Real.sinh 0) / Real.cosh 0 ^ 2
      = 1 := by
    simp
  rw [hv] at h
  rw [e]
  exact h
```

We also need a global inequality. For $y>0$,

$$\frac{d}{dy}\,(y\cosh y-\sinh y)=\cosh y+y\sinh y-\cosh y=y\sinh y>0.$$

The function in brackets vanishes at $y=0$, so $x\cosh x>\sinh x$ for every $x>0$. Division by $\cosh x>0$ gives $\tanh x<x$.

```lean
/-- For a positive argument the hyperbolic tangent lies strictly below its tangent line
at the origin. -/
theorem tanh_lt_self {x : ℝ} (hx : 0 < x) : Real.tanh x < x := by
  have hd : ∀ y : ℝ, HasDerivAt (fun y => y * Real.cosh y - Real.sinh y)
      (y * Real.sinh y) y := fun y =>
    (((hasDerivAt_id' y).fun_mul (Real.hasDerivAt_cosh y)).fun_sub
      (Real.hasDerivAt_sinh y)).congr_deriv (by ring)
  have mono : StrictMonoOn (fun y => y * Real.cosh y - Real.sinh y) (Set.Ici 0) := by
    apply strictMonoOn_of_deriv_pos (convex_Ici 0)
    · exact fun y _ => (hd y).continuousAt.continuousWithinAt
    · intro y hy
      rw [interior_Ici] at hy
      rw [(hd y).deriv]
      exact mul_pos hy (Real.sinh_pos_iff.2 hy)
  have h : 0 * Real.cosh 0 - Real.sinh 0 < x * Real.cosh x - Real.sinh x :=
    mono (Set.mem_Ici.2 le_rfl) (Set.mem_Ici.2 hx.le) hx
  rw [Real.sinh_zero] at h
  rw [Real.tanh_eq_sinh_div_cosh, div_lt_iff₀ (Real.cosh_pos x)]
  linarith
```

In the code `hd` is the derivative just computed, `mono` turns its positivity into strict monotonicity on $[0,\infty)$, and `h` compares the values at $0$ and $x$.

## Differentiating the fixed-point equation

Let $m(h)$ be a branch with derivative $s$ at $h=0$, and let $g(h)=am(h)+h$ be the effective field along it. Then $g(0)=0$ and $g'(0)=as+1$. Since $m(h)=\tanh g(h)$ for all $h$ near zero, both sides have the same derivative there:

$$s=\tanh'(0)\,g'(0)=as+1,\qquad\text{so}\qquad (1-a)s=1.$$

```lean
/-- Implicit differentiation: the zero-field slope `s` of any differentiable branch
satisfies `(1 - a) s = 1`. -/
theorem branch_slope {a s : ℝ} {m : ℝ → ℝ} (hm : IsBranch a m)
    (hs : HasDerivAt m s 0) : (1 - a) * s = 1 := by
  obtain ⟨g, hg⟩ : ∃ g : ℝ → ℝ, g = fun x => a * m x + x := ⟨_, rfl⟩
  have hin : HasDerivAt g (a * s + 1) 0 := by
    rw [hg]
    exact (hs.const_mul a).fun_add (hasDerivAt_id' 0)
  have hout : HasDerivAt Real.tanh 1 (g 0) := by
    have h0 : g 0 = 0 := by simp [hg, hm.1]
    rw [h0]
    exact hasStrictDerivAt_tanh_zero.hasDerivAt
  have he : m =ᶠ[𝓝 0] Real.tanh ∘ g := by
    filter_upwards [hm.2] with x hx
    rw [hg]
    exact hx
  -- both sides of the fixed-point equation have the same derivative
  have h := hs.unique ((hout.comp 0 hin).congr_of_eventuallyEq he)
  linear_combination h
```

The hypothesis `HasDerivAt m s 0` says that the two-sided derivative of $m$ at zero field exists and equals $s$. The chain rule is `hout.comp 0 hin`, and `he` records that the two sides agree near zero, which is what permits comparing their derivatives.

No condition on $a$ was used. For $a\neq1$ the slope must be $1/(1-a)$. For $a=1$ the identity reads $0=1$, so no branch can be differentiable at zero field.

## Constructing the branch from the effective field

Implicit differentiation finds the slope if a differentiable branch exists. To construct one for $a\neq1$, take the effective field $u$ as the parameter. Then $m=\tanh u$, and the external field is an explicit function of $u$:

$$h=G(u)=u-a\tanh u,\qquad G(0)=0,\qquad G'(0)=1-a\neq0.$$

The inverse function theorem supplies a local inverse $g$, with $g(0)=0$ and $g'(0)=1/(1-a)$. As before, $g(h)$ is the effective field at external field $h$. Set $m(h)=\tanh g(h)$. Near zero $G(g(h))=h$, which rearranges to $g(h)=a\tanh g(h)+h=am(h)+h$. Taking the hyperbolic tangent of both sides gives the mean-field equation. The slope is

$$m'(0)=\tanh'(0)\,g'(0)=\frac{1}{1-a}.$$

For local uniqueness, let $(h,m)$ be any solution close to $(0,0)$. Its effective field $u=am+h$ is small, $m=\tanh u$, and $G(u)=u-am=h$. Hence $u=g(G(u))=g(h)$ and $m=\tanh g(h)$, so the solution lies on the branch.

```lean
/-- For `a ≠ 1` there is a branch with zero-field slope `1 / (1 - a)`, and every solution
with small enough field and magnetisation lies on it. -/
theorem exists_branch {a : ℝ} (ha : a ≠ 1) :
    ∃ m : ℝ → ℝ, IsBranch a m ∧ HasDerivAt m (1 / (1 - a)) 0 ∧
      ∀ᶠ p : ℝ × ℝ in 𝓝 (0, 0), IsMeanField a p.1 p.2 → p.2 = m p.1 := by
  have hne : 1 - a ≠ 0 := sub_ne_zero.mpr ha.symm
  -- the external field as a function of the total effective field `u`
  obtain ⟨G, hGdef⟩ : ∃ G : ℝ → ℝ, ∀ u, G u = u - a * Real.tanh u :=
    ⟨_, fun _ => rfl⟩
  have hG : HasStrictDerivAt G (1 - a) 0 := by
    have h := (hasStrictDerivAt_id (0 : ℝ)).sub (hasStrictDerivAt_tanh_zero.const_mul a)
    rw [mul_one] at h
    rw [funext hGdef]
    exact h
  have hG0 : G 0 = 0 := by simp [hGdef]
  have e := hG.hasStrictFDerivAt_equiv hne
  -- the inverse function theorem gives `u` as a function of the external field
  obtain ⟨g, hgd, hr, hl⟩ : ∃ g : ℝ → ℝ, HasStrictDerivAt g (1 - a)⁻¹ (G 0) ∧
      (∀ᶠ y in 𝓝 (G 0), G (g y) = y) ∧ (∀ᶠ u in 𝓝 (0 : ℝ), g (G u) = u) :=
    ⟨hG.localInverse G (1 - a) 0 hne, hG.to_localInverse hne,
      e.eventually_right_inverse, e.eventually_left_inverse⟩
  rw [hG0] at hgd hr
  have hg0 : g 0 = 0 := by
    have h := hl.self_of_nhds
    rwa [hG0] at h
  refine ⟨fun h => Real.tanh (g h), ⟨by simp [hg0], ?_⟩, ?_, ?_⟩
  · filter_upwards [hr] with h hh
    rw [hGdef] at hh
    show Real.tanh (g h) = Real.tanh (a * Real.tanh (g h) + h)
    congr 1
    linarith
  · have ht : HasDerivAt Real.tanh 1 (g 0) := by
      rw [hg0]
      exact hasStrictDerivAt_tanh_zero.hasDerivAt
    have h := ht.comp 0 hgd.hasDerivAt
    rw [one_mul, ← one_div] at h
    exact h
  · have hcont : Continuous (fun p : ℝ × ℝ => a * p.2 + p.1) := by fun_prop
    have hc : Tendsto (fun p : ℝ × ℝ => a * p.2 + p.1) (𝓝 (0, 0)) (𝓝 0) :=
      hcont.tendsto' _ _ (by simp)
    filter_upwards [hc.eventually hl] with p hp hsol
    have hs : p.2 = Real.tanh (a * p.2 + p.1) := hsol
    have hGp : G (a * p.2 + p.1) = p.1 := by
      rw [hGdef, ← hs]
      ring
    rw [hGp] at hp
    show p.2 = Real.tanh (g p.1)
    rw [hp]
    exact hs
```

The facts `hr` and `hl` say that $g$ is a right and a left inverse of $G$ near zero. The first gives existence and the second gives uniqueness. In the last clause of the theorem the pair `p` is $(h,m)$, with field `p.1` and magnetisation `p.2`. Uniqueness is claimed only in a neighbourhood of the origin of the $(h,m)$ plane, so it leaves room for solutions with larger $m$ at the same field.

For $a>1$ the slope is negative. The branch then follows the unmagnetised state, which is unstable in the ferromagnetic regime, so its slope should not be read as the susceptibility of the ordered phase.

## No zero-field magnetisation for $a\le1$

At $h=0$ the equation is $m=\tanh(am)$. Suppose first that a solution $x>0$ exists.

- If $ax\le0$, then $\tanh(ax)\le0<x$, a contradiction.
- If $ax>0$, then $\tanh(ax)<ax\le x$, again a contradiction.

If $m<0$ is a solution, then so is $-m>0$, because $\tanh$ is odd, and this case has just been excluded. Only $m=0$ remains.

```lean
/-- For `a ≤ 1` the only zero-field solution is `m = 0`. -/
theorem eq_zero_of_le_one {a m : ℝ} (ha : a ≤ 1) (hm : IsMeanField a 0 m) : m = 0 := by
  have key : ∀ x : ℝ, 0 < x → x ≠ Real.tanh (a * x) := by
    intro x hx h
    rcases le_or_gt (a * x) 0 with hn | hp
    · have h1 : Real.tanh (a * x) ≤ 0 := by
        rw [Real.tanh_eq_sinh_div_cosh]
        exact div_nonpos_of_nonpos_of_nonneg (Real.sinh_nonpos_iff.2 hn)
          (Real.cosh_pos _).le
      linarith
    · have h1 := tanh_lt_self hp
      nlinarith
  have h : m = Real.tanh (a * m) := by
    have h' : m = Real.tanh (a * m + 0) := hm
    rwa [add_zero] at h'
  rcases lt_trichotomy m 0 with hn | h0 | hp
  · -- the equation is odd in `m`
    refine absurd ?_ (key (-m) (by linarith))
    rw [mul_neg, Real.tanh_neg, ← h]
  · exact h0
  · exact absurd h (key m hp)
```

The statement `key` excludes positive solutions; its two cases are those listed above. The final case split on the sign of $m$ applies `key` to $-m$ or to $m$.

## Spontaneous magnetisation for $a>1$

With $h=0$ and $u=am$, the equation becomes $u/a=\tanh u$, or $F(u)=0$ with

$$F(u)=u\cosh u-a\sinh u.$$

At $u=a-1>0$, use $\cosh u-\sinh u=e^{-u}\le1$ and $\sinh u\ge u$:

$$F(a-1)=(a-1)e^{-(a-1)}-\sinh(a-1)\le(a-1)-(a-1)=0.$$

At $u=a$,

$$F(a)=a(\cosh a-\sinh a)=a\,e^{-a}>0.$$

By continuity $F$ has a zero $u$ between $a-1$ and $a$. Then $m=u/a$ satisfies $\tanh(am)=\tanh u=u/a=m$, and

$$m\ge\frac{a-1}{a}=1-\frac1a>0.$$

```lean
/-- For `a > 1` there is a zero-field solution with magnetisation at least `1 - 1 / a`. -/
theorem exists_spontaneous {a : ℝ} (ha : 1 < a) :
    ∃ m : ℝ, 1 - 1 / a ≤ m ∧ IsMeanField a 0 m := by
  have ha0 : 0 < a := by linarith
  have hF : Continuous (fun u : ℝ => u * Real.cosh u - a * Real.sinh u) :=
    (continuous_id.mul Real.continuous_cosh).sub
      (continuous_const.mul Real.continuous_sinh)
  have h1 : a - 1 ≤ Real.sinh (a - 1) := Real.self_le_sinh_iff.2 (by linarith)
  have h2 : Real.cosh (a - 1) - Real.sinh (a - 1) ≤ 1 := by
    rw [Real.cosh_sub_sinh]
    exact Real.exp_le_one_iff.2 (by linarith)
  -- opposite signs at `a - 1` and at `a`
  have h3 : (a - 1) * Real.cosh (a - 1) - a * Real.sinh (a - 1) ≤ 0 := by
    have h := mul_le_mul_of_nonneg_left h2 (by linarith : 0 ≤ a - 1)
    linarith
  have h4 : 0 ≤ a * Real.cosh a - a * Real.sinh a := by
    have h := mul_pos ha0 (sub_pos.2 (Real.sinh_lt_cosh a))
    linarith
  obtain ⟨u, ⟨hu1, _⟩, hu⟩ :=
    intermediate_value_Icc (by linarith : a - 1 ≤ a) hF.continuousOn ⟨h3, h4⟩
  have hu' : u * Real.cosh u - a * Real.sinh u = 0 := hu
  refine ⟨u / a, ?_, ?_⟩
  · have h : 1 - 1 / a = (a - 1) / a := by field_simp
    rw [h]
    gcongr
  · show u / a = Real.tanh (a * (u / a) + 0)
    have h : a * (u / a) + 0 = u := by
      rw [add_zero]
      field_simp
    rw [h, Real.tanh_eq_sinh_div_cosh, div_eq_div_iff ha0.ne' (Real.cosh_pos u).ne']
    linear_combination hu'
```

The inequalities `h3` and `h4` are the signs of $F$ at the two endpoints, and `intermediate_value_Icc` yields the zero. The rest of the code converts $u$ back to $m$ and keeps the lower bound.

For a numerical instance take $a=2$. The endpoint values are $F(1)\approx1.543-2.350=-0.807$ and $F(2)=2e^{-2}\approx0.271$. The zero between them is $u\approx1.915$, so $m\approx0.958$, comfortably above the guaranteed $1-1/2=0.5$. At the same coupling the branch through the origin has slope $1/(1-2)=-1$. The parametrisation shows this directly: $u=0.1$ gives $m\approx0.0997$ and $h\approx0.1-0.1993=-0.0993$, a ratio $m/h$ of about $-1.003$.

## The response on both sides of $a=1$

The results now combine into one statement for an arbitrary real coupling, with three parts:

1. If $a\neq1$, some branch has derivative $1/(1-a)$ at zero field.
2. If $a=1$, no function is both a branch and differentiable at zero field.
3. A nonzero solution at $h=0$ exists if and only if $a>1$.

The first part comes from the inverse function theorem. The second follows from $(1-a)s=1$. In the third, the case $a\le1$ gives one direction, and the positive lower bound on $m$ gives the other.

```lean
/-- Away from `a = 1` a branch with zero-field slope `1 / (1 - a)` exists; at `a = 1` no branch
is differentiable at zero field; nonzero zero-field solutions exist exactly for `a > 1`. -/
theorem mean_field_response (a : ℝ) :
    (a ≠ 1 → ∃ m : ℝ → ℝ, IsBranch a m ∧ HasDerivAt m (1 / (1 - a)) 0) ∧
    (a = 1 → ¬ ∃ m : ℝ → ℝ, IsBranch a m ∧ DifferentiableAt ℝ m 0) ∧
    ((∃ m : ℝ, m ≠ 0 ∧ IsMeanField a 0 m) ↔ 1 < a) := by
  refine ⟨fun ha => ?_, ?_, ?_, fun ha => ?_⟩
  · obtain ⟨m, hm, hd, _⟩ := exists_branch ha
    exact ⟨m, hm, hd⟩
  · rintro ha ⟨m, hm, hd⟩
    have h := branch_slope hm hd.hasDerivAt
    rw [ha, sub_self, zero_mul] at h
    exact zero_ne_one h
  · rintro ⟨m, hm0, hm⟩
    by_contra h
    exact hm0 (eq_zero_of_le_one (not_lt.1 h) hm)
  · obtain ⟨m, hm1, hm⟩ := exists_spontaneous ha
    have h : 1 / a < 1 := by
      rw [div_lt_iff₀ (by linarith)]
      linarith
    exact ⟨m, (by linarith : 0 < m).ne', hm⟩

end MeanFieldResponse
```

In the code `DifferentiableAt ℝ m 0` means that some finite derivative exists, without naming its value. The local uniqueness and the bound $1-1/a$ are not repeated in this combined theorem; they are in `exists_branch` and `exists_spontaneous`. The theorems concern solutions of the equation and their slope at the origin. They do not compare free energies, give the response of the magnetised solutions, or address whether iterating $m\mapsto\tanh(am+h)$ converges.

```lean
#print axioms MeanFieldResponse.mean_field_response
```

```
'MeanFieldResponse.mean_field_response' depends on axioms: [propext, Classical.choice, Quot.sound]
```

The critical case $a=1$ shows what replaces a finite slope. Solving the equation for the field and expanding in small $m$ gives

$$h=\operatorname{artanh}m-m=\frac{m^3}{3}+\cdots,$$

so $m\approx(3h)^{1/3}$. This expansion is an informal supplement to the checked theorem: a solution curve still passes through the origin, but its tangent there is vertical.

In this one-variable model, $1-a$ plays the part that the Jacobian of the self-consistency condition plays in response calculations for self-consistent fields. Implicit differentiation gives the derivative of the converged solution without differentiating through the iterations, and here it fails exactly where that factor vanishes.
